# Dominant Weights and the Weak-Hopping Occupation Jump in the Hubbard Dimer

Consider the two-electron, two-site Hubbard model with a hopping that is weak compared with the gap between the on-site repulsion and the difference in site energies. The ground state then has nearly one electron on each site if the repulsion exceeds the difference in site energies, and nearly two electrons on the lower site if the difference exceeds the repulsion. These limits can serve as a check on the site occupations given by an approximate density functional. The bound derived here limits how far the exact ground state of this small model can be from that assignment, without any diagonalisation.

## The bound on the dominant weight

Let $U$ be the on-site repulsion, $D\ge 0$ the difference between the two site energies, and $t>0$ the hopping amplitude. The site energies are placed at $-D/2$ and $+D/2$. The triplets all have energy zero and lie above the lowest singlet: the covalent singlet also has energy zero, and mixing in a little of the lower-site pair with the right sign brings the energy below zero. The two-electron singlets are spanned by the pair on the lower site, the covalent singlet with one electron on each site, and the pair on the upper site. With $q=\sqrt2\,t$ the Hamiltonian in this basis is

$$H=\begin{pmatrix}U-D&-q&0\\-q&0&-q\\0&-q&U+D\end{pmatrix}.$$

Write a normalised real vector as $v=(v_0,v_1,v_2)$. A ground vector minimises the energy expectation

$$E(v)=(U-D)v_0^2+(U+D)v_2^2-2q\,v_1(v_0+v_2)$$

over all normalised vectors. The claim for $U>0$ is that every ground vector satisfies

$$v_1^2\ge 1-\frac{2t}{|U-D|}\quad(D<U),\qquad v_0^2\ge 1-\frac{2t}{|U-D|}\quad(D>U).$$

**Component equations.** A minimiser exists because $E(v)$ is continuous and the unit sphere is compact. Let $E$ be its energy. Rescaling a trial vector $w$ of any norm shows that $w\cdot Hw-E\,w\cdot w\ge0$, with equality at $w=v$. Replacing $v_0$ by $v_0+s$ therefore gives, for all real $s$,

$$(U-D-E)s^2+2\big[(U-D-E)v_0-q v_1\big]s\ge 0 .$$

This is possible only if the coefficient of $s$ vanishes. Varying the other two amplitudes in the same way yields

$$(U-D-E)v_0=q v_1,\qquad -E\,v_1=q(v_0+v_2),\qquad (U+D-E)v_2=q v_1 .$$

**Repulsion larger than the site-energy difference.** Let $D<U$ and $g=U-D$. The covalent trial state has energy zero, so $E\le0$. Hence $U-D-E\ge g$, and since $D\ge0$ also $U+D-E\ge g$. Squaring the first and third equations gives $g^2v_0^2\le 2t^2v_1^2$ and $g^2v_2^2\le 2t^2v_1^2$. Adding them and using $v_1^2\le1$,

$$1-v_1^2=v_0^2+v_2^2\le\left(\frac{2t}{g}\right)^2 .$$

**Site-energy difference larger than the repulsion.** Let $D>U$ and $g=D-U$. The pair on the lower site has energy $U-D$, so $E\le -g$. The second equation gives

$$g^2v_1^2\le 2t^2(v_0+v_2)^2\le 4t^2(v_0^2+v_2^2)=4t^2(1-v_1^2).$$

In the third equation $U+D-E\ge 2D\ge 2g$, because $U\ge0$, and so $4g^2v_2^2\le2t^2v_1^2$. Together,

$$g^2(v_1^2+v_2^2)\le 4t^2-4t^2v_1^2+\tfrac12t^2v_1^2\le4t^2,$$

which means $v_0^2\ge1-(2t/g)^2$.

**From the quadratic to the linear bound.** Put $x=2t/|U-D|$. If $x\le1$, then $x^2\le x$ and $1-x\le1-x^2$. If $x>1$, then $1-x$ is negative and lies below any weight. The claim follows in both cases.

**The jump.** The covalent state contributes equally to both sites, so the lower-site occupation minus the upper-site occupation is $2(v_0^2-v_2^2)$. For $D<U$ its absolute value is at most $2x^2$. For $D>U$ it lies between $2-4x^2$ and $2$. As $t\to0^+$ at fixed $U$ and $D$ it tends to $0$ in the first case and to $2$ in the second. The limiting occupation difference, as a function of $D$, thus steps from 0 to 2 at $D=U$. "Mott" and "charge-transfer" are names for the two regimes of a finite system here, not for thermodynamic phases.

**Why the sign of $D$ matters.** Take $U=1$, $D=-2$ and $t=0.1$. Then $D<U$, and the first bound would demand $v_1^2\ge1-0.2/3\approx0.93$. But a negative $D$ makes the upper site the favourable one. Exchanging the sites turns this into the dimer with $D=2$, for which the quadratic charge-transfer bound puts at least $1-0.2^2=0.96$ of the weight on the favoured pair. The covalent weight is therefore at most $0.04$.

## The formal development

The file works with real numbers and Mathlib's finite matrices.

In Lean 4 with Mathlib:

```lean
import Mathlib

open Matrix Filter Topology

namespace HubbardDimerJump

noncomputable section
```

The matrix is entered directly, with `√2 * t` for $q$. That it represents the two-site Hubbard Hamiltonian in the singlet sector is the physical input; it is not derived from creation and annihilation operators, and triplet states do not appear.

```lean
/-- Singlet Hamiltonian of the asymmetric Hubbard dimer, in the basis: pair on the lower site,
covalent singlet, pair on the upper site. -/
def hamiltonian (U D t : ℝ) : Matrix (Fin 3) (Fin 3) ℝ :=
  !![U - D, -(√2 * t), 0; -(√2 * t), 0, -(√2 * t); 0, -(√2 * t), U + D]
```

A state is a function `Fin 3 → ℝ`, that is, three real amplitudes numbered 0, 1 and 2 as above. The symbol `⬝ᵥ` is the dot product and `*ᵥ` applies a matrix to a vector.

```lean
/-- The quadratic form of the Hamiltonian; for a normalised real vector it is the energy expectation
value. -/
def energy (U D t : ℝ) (v : Fin 3 → ℝ) : ℝ := v ⬝ᵥ (hamiltonian U D t *ᵥ v)
```

A ground vector is defined by minimisation, not as an eigenvector. The eigenvalue equation has to be proved. Competing vectors are real as well, so complex amplitudes are not covered.

```lean
/-- A ground vector is normalised and has the least energy among all normalised vectors. -/
def IsGround (U D t : ℝ) (v : Fin 3 → ℝ) : Prop :=
  v ⬝ᵥ v = 1 ∧ ∀ w : Fin 3 → ℝ, w ⬝ᵥ w = 1 → energy U D t v ≤ energy U D t w
```

The observable for the jump counts two electrons for each pair state.

```lean
/-- For a normalised vector, the occupation of the lower site minus that of the upper site. -/
def occupationDifference (v : Fin 3 → ℝ) : ℝ := 2 * (v 0 ^ 2 - v 2 ^ 2)
```

Two lemmas write the norm and the energy in components, giving the formula for $E(v)$ used by hand.

```lean
lemma dot_eq (v : Fin 3 → ℝ) : v ⬝ᵥ v = v 0 ^ 2 + v 1 ^ 2 + v 2 ^ 2 := by
  simp only [dotProduct, Fin.sum_univ_three]
  ring

/-- The energy written out in the three amplitudes. -/
lemma energy_eq (U D t : ℝ) (v : Fin 3 → ℝ) : energy U D t v =
    (U - D) * v 0 ^ 2 + (U + D) * v 2 ^ 2 - 2 * (√2 * t) * v 1 * (v 0 + v 2) := by
  simp [energy, hamiltonian, Matrix.mulVec, dotProduct, Fin.sum_univ_three]
  ring
```

Existence holds for all real parameters. The proof shows that the unit sphere is closed and lies in the cube $[-1,1]^3$, hence is compact, and that the energy is continuous. Without this theorem, a statement about every ground vector might be about nothing.

```lean
/-- The dimer has a ground vector for all values of the parameters. -/
theorem exists_ground (U D t : ℝ) : ∃ v, IsGround U D t v := by
  have hclosed : IsClosed {v : Fin 3 → ℝ | v 0 ^ 2 + v 1 ^ 2 + v 2 ^ 2 = 1} :=
    isClosed_eq (by fun_prop) continuous_const
  have hsub : {v : Fin 3 → ℝ | v 0 ^ 2 + v 1 ^ 2 + v 2 ^ 2 = 1} ⊆ Set.Icc (-1) 1 := by
    intro v hv
    have hv' : v 0 ^ 2 + v 1 ^ 2 + v 2 ^ 2 = 1 := hv
    have hb : ∀ i, v i ^ 2 ≤ 1 := by
      have h0 : v 0 ^ 2 ≤ 1 := by linarith [sq_nonneg (v 1), sq_nonneg (v 2)]
      have h1 : v 1 ^ 2 ≤ 1 := by linarith [sq_nonneg (v 0), sq_nonneg (v 2)]
      have h2 : v 2 ^ 2 ≤ 1 := by linarith [sq_nonneg (v 0), sq_nonneg (v 1)]
      intro i
      fin_cases i
      exacts [h0, h1, h2]
    constructor
    · intro i
      have := hb i
      show (-1 : ℝ) ≤ v i
      nlinarith
    · intro i
      have := hb i
      show v i ≤ (1 : ℝ)
      nlinarith
  have hcont : Continuous (energy U D t) := by
    rw [funext (energy_eq U D t)]
    fun_prop
  -- a continuous energy attains its minimum on the compact unit sphere
  obtain ⟨v, hv, hmin⟩ := (isCompact_Icc.of_isClosed_subset hclosed hsub).exists_isMinOn
    ⟨![1, 0, 0], by simp⟩ hcont.continuousOn
  refine ⟨v, (dot_eq v).trans hv, fun w hw => ?_⟩
  exact isMinOn_iff.mp hmin w ((dot_eq w).symm.trans hw)
```

The next theorem is the inequality $E\,w\cdot w\le w\cdot Hw$ for a trial vector with amplitudes `x, y, z`. A zero vector gives $0\le0$. Any other vector is divided by its norm `s`, compared with the ground vector, and the factor $s^2$ is multiplied back.

```lean
/-- Variational principle for a trial vector with amplitudes `x, y, z` of any norm. -/
theorem variational {U D t : ℝ} {v : Fin 3 → ℝ} (h : IsGround U D t v) (x y z : ℝ) :
    energy U D t v * (x ^ 2 + y ^ 2 + z ^ 2) ≤
      (U - D) * x ^ 2 + (U + D) * z ^ 2 - 2 * (√2 * t) * y * (x + z) := by
  rcases (by positivity : 0 ≤ x ^ 2 + y ^ 2 + z ^ 2).eq_or_lt with h0 | hN
  · have hx : x = 0 := by
      apply pow_eq_zero_iff (two_ne_zero) |>.mp
      linarith [sq_nonneg x, sq_nonneg y, sq_nonneg z]
    have hz : z = 0 := by
      apply pow_eq_zero_iff (two_ne_zero) |>.mp
      linarith [sq_nonneg x, sq_nonneg y, sq_nonneg z]
    rw [← h0, hx, hz]
    simp
  · -- normalise the trial vector
    obtain ⟨s, hs⟩ : ∃ s : ℝ, s ^ 2 = x ^ 2 + y ^ 2 + z ^ 2 := ⟨_, Real.sq_sqrt hN.le⟩
    have hn : (x / s) ^ 2 + (y / s) ^ 2 + (z / s) ^ 2 = 1 := by
      calc _ = (x ^ 2 + y ^ 2 + z ^ 2) / s ^ 2 := by ring
        _ = 1 := by rw [hs, div_self hN.ne']
    have k : energy U D t v ≤ (U - D) * (x / s) ^ 2 + (U + D) * (z / s) ^ 2
        - 2 * (√2 * t) * (y / s) * (x / s + z / s) :=
      (h.2 ![x / s, y / s, z / s] ((dot_eq _).trans hn)).trans_eq (energy_eq _ _ _ _)
    have e : (U - D) * (x / s) ^ 2 + (U + D) * (z / s) ^ 2
        - 2 * (√2 * t) * (y / s) * (x / s + z / s) =
        ((U - D) * x ^ 2 + (U + D) * z ^ 2 - 2 * (√2 * t) * y * (x + z)) / s ^ 2 := by ring
    rw [e, le_div_iff₀ (by rw [hs]; exact hN), hs] at k
    exact k
```

If $as^2+bs\ge0$ for all real $s$, then $b=0$. The lemma obtains this from the discriminant, which is $b^2$ here and cannot be positive.

```lean
lemma linear_term_zero {a b : ℝ} (h : ∀ s : ℝ, 0 ≤ a * (s * s) + b * s + 0) : b = 0 := by
  have hd := discrim_le_zero h
  unfold discrim at hd
  nlinarith [sq_nonneg b]
```

The component equations follow by the one-amplitude variations. In each of `h0`, `h1` and `h2`, the variational inequality is taken at the shifted vector, and the energy formula and the normalisation remove the terms that do not depend on `s`. What remains is the quadratic polynomial to which the previous lemma applies.

```lean
/-- A ground vector obeys the three component equations of the stationary Schrödinger equation,
with its energy expectation as eigenvalue. -/
theorem schrodinger {U D t : ℝ} {v : Fin 3 → ℝ} (h : IsGround U D t v) :
    (U - D - energy U D t v) * v 0 = √2 * t * v 1 ∧
    -energy U D t v * v 1 = √2 * t * (v 0 + v 2) ∧
    (U + D - energy U D t v) * v 2 = √2 * t * v 1 := by
  have hN := (dot_eq v).symm.trans h.1
  have hE := energy_eq U D t v
  have hv := variational h
  generalize energy U D t v = E at *
  -- vary one amplitude at a time; the first-order change must vanish
  have h0 : 2 * ((U - D - E) * v 0 - √2 * t * v 1) = 0 :=
    linear_term_zero (a := U - D - E) fun s => by
      linear_combination hv (v 0 + s) (v 1) (v 2) - hE - E * hN
  have h1 : 2 * (-E * v 1 - √2 * t * (v 0 + v 2)) = 0 :=
    linear_term_zero (a := -E) fun s => by
      linear_combination hv (v 0) (v 1 + s) (v 2) - hE - E * hN
  have h2 : 2 * ((U + D - E) * v 2 - √2 * t * v 1) = 0 :=
    linear_term_zero (a := U + D - E) fun s => by
      linear_combination hv (v 0) (v 1) (v 2 + s) - hE - E * hN
  exact ⟨by linarith, by linarith, by linarith⟩
```

The hopping-over-gap estimate is stated once for all uses: if $kx=\sqrt2\,t\,y$ and $0\le g\le k$, then $g^2x^2\le2t^2y^2$.

```lean
lemma amplitude_bound {g k x y t : ℝ} (hg : 0 ≤ g) (hk : g ≤ k) (h : k * x = √2 * t * y) :
    g ^ 2 * x ^ 2 ≤ 2 * t ^ 2 * y ^ 2 := by
  have hq : (√2 : ℝ) ^ 2 = 2 := Real.sq_sqrt (by norm_num)
  calc g ^ 2 * x ^ 2 ≤ k ^ 2 * x ^ 2 :=
        mul_le_mul_of_nonneg_right (pow_le_pow_left₀ hg hk 2) (sq_nonneg x)
    _ = 2 * t ^ 2 * y ^ 2 := by
        linear_combination (k * x + √2 * t * y) * h + t ^ 2 * y ^ 2 * hq
```

For $D<U$, `hE` is the covalent trial energy, `ha` and `hc` bound the two pair amplitudes, and `key` is their sum divided by $(U-D)^2$. The theorem needs $D\ge0$ but no sign condition on $t$, which enters the bound only through its square.

```lean
/-- For `0 ≤ D < U` the covalent weight of a ground vector is at least `1 - (2t/(U-D))²`. -/
theorem mott_weight {U D t : ℝ} {v : Fin 3 → ℝ} (hD : 0 ≤ D) (hDU : D < U)
    (h : IsGround U D t v) : 1 - (2 * t / (U - D)) ^ 2 ≤ v 1 ^ 2 := by
  have hN := (dot_eq v).symm.trans h.1
  obtain ⟨e0, -, e2⟩ := schrodinger h
  -- the covalent trial state has energy zero
  have hE : energy U D t v ≤ 0 := by linarith [variational h 0 1 0]
  have ha := amplitude_bound (g := U - D) (by linarith) (by linarith) e0
  have hc := amplitude_bound (g := U - D) (by linarith) (by linarith) e2
  have hb : t ^ 2 * v 1 ^ 2 ≤ t ^ 2 :=
    mul_le_of_le_one_right (sq_nonneg t) (by linarith [sq_nonneg (v 0), sq_nonneg (v 2)])
  have key : v 0 ^ 2 + v 2 ^ 2 ≤ (2 * t) ^ 2 / (U - D) ^ 2 := by
    rw [le_div_iff₀ (pow_pos (sub_pos.mpr hDU) 2)]
    linarith
  rw [div_pow]
  linarith
```

For $D>U$, the trial state is the pair on the lower site. Here `hb` comes from the second component equation, `hc` from the third with the gap $2(D-U)$, and `hs` contains the step $(v_0+v_2)^2\le2(1-v_1^2)$. The hypothesis $U\ge0$ is used for the doubled gap.

```lean
/-- For `0 ≤ U < D` the weight of the pair on the lower site in a ground vector is at least `1 -
(2t/(D-U))²`. -/
theorem charge_transfer_weight {U D t : ℝ} {v : Fin 3 → ℝ} (hU : 0 ≤ U) (hUD : U < D)
    (h : IsGround U D t v) : 1 - (2 * t / (D - U)) ^ 2 ≤ v 0 ^ 2 := by
  have hN := (dot_eq v).symm.trans h.1
  obtain ⟨-, e1, e2⟩ := schrodinger h
  -- the trial state with the pair on the lower site has energy `U - D`
  have hE : energy U D t v ≤ U - D := by linarith [variational h 1 0 0]
  have hb := amplitude_bound (g := D - U) (by linarith) (by linarith) e1
  have hc := amplitude_bound (g := 2 * (D - U)) (by linarith) (by linarith) e2
  have hs : t ^ 2 * (v 0 + v 2) ^ 2 ≤ t ^ 2 * (2 * (1 - v 1 ^ 2)) :=
    mul_le_mul_of_nonneg_left (by linarith [sq_nonneg (v 0 - v 2)]) (sq_nonneg t)
  have hp : 0 ≤ t ^ 2 * v 1 ^ 2 := by positivity
  have key : v 1 ^ 2 + v 2 ^ 2 ≤ (2 * t) ^ 2 / (D - U) ^ 2 := by
    rw [le_div_iff₀ (pow_pos (sub_pos.mpr hUD) 2)]
    linarith
  rw [div_pow]
  linarith
```

The passage from $1-x^2$ to $1-x$ distinguishes the same two cases as by hand.

```lean
lemma linear_of_quadratic {x w : ℝ} (hx : 0 ≤ x) (hw : 0 ≤ w) (h : 1 - x ^ 2 ≤ w) :
    1 - x ≤ w := by
  rcases le_total x 1 with h1 | h1
  · nlinarith [mul_nonneg hx (sub_nonneg.mpr h1)]
  · linarith
```

The main theorem reads: for nonnegative $U$, $D$ and $t$ and any ground vector, if $D<U$ then the squared middle component is at least $1-2t/|U-D|$, and if $U<D$ then the squared first component is. The positive values of $U$ and $t$ in the original claim are included, and so is zero hopping. Nothing is said at $D=U$, and the bound carries no information once $2t\ge|U-D|$.

```lean
/-- For nonnegative `U`, `D` and `t`, in every ground vector the covalent weight (for `D < U`) or
the weight of the pair on the lower site (for `D > U`) is at least `1 - 2t/|U-D|`. -/
theorem mott_to_charge_transfer {U D t : ℝ} {v : Fin 3 → ℝ} (hU : 0 ≤ U) (hD : 0 ≤ D)
    (ht : 0 ≤ t) (h : IsGround U D t v) :
    (D < U → 1 - 2 * t / |U - D| ≤ v 1 ^ 2) ∧ (U < D → 1 - 2 * t / |U - D| ≤ v 0 ^ 2) := by
  constructor
  · intro hlt
    rw [abs_of_pos (sub_pos.mpr hlt)]
    exact linear_of_quadratic (div_nonneg (by linarith) (by linarith)) (sq_nonneg _)
      (mott_weight hD hlt h)
  · intro hlt
    rw [abs_sub_comm, abs_of_pos (sub_pos.mpr hlt)]
    exact linear_of_quadratic (div_nonneg (by linarith) (by linarith)) (sq_nonneg _)
      (charge_transfer_weight hU hlt h)
```

The last theorem takes a function `v` that assigns a ground vector to each positive hopping; the vectors may be chosen independently, with no continuity in $t$. The filter `𝓝[>] 0` expresses $t\to0^+$, and `Tendsto` is the limit. Both parts are squeeze arguments with the bounds $2x^2$ and $2-4x^2$ found above. The limit is taken at fixed $U$ and $D$, so the theorem describes the step in the limiting occupations and not the width of the crossover at finite hopping.

```lean
/-- For fixed nonnegative `U` and `D`, as the hopping tends to zero from above, the site-occupation
difference of ground vectors tends to 0 for `D < U` and to 2 for `D > U`. -/
theorem occupation_jump {U D : ℝ} (hU : 0 ≤ U) (hD : 0 ≤ D) (v : ℝ → Fin 3 → ℝ)
    (hv : ∀ t > 0, IsGround U D t (v t)) :
    (D < U → Tendsto (fun t => occupationDifference (v t)) (𝓝[>] 0) (𝓝 0)) ∧
    (U < D → Tendsto (fun t => occupationDifference (v t)) (𝓝[>] 0) (𝓝 2)) := by
  constructor
  · intro hlt
    have hc : Continuous (fun t : ℝ => 2 * (2 * t / (U - D)) ^ 2) := by fun_prop
    refine squeeze_zero_norm' ?_ ((hc.tendsto' 0 0 (by simp)).mono_left nhdsWithin_le_nhds)
    filter_upwards [self_mem_nhdsWithin] with t ht
    have hN := (dot_eq (v t)).symm.trans (hv t ht).1
    have hw := mott_weight hD hlt (hv t ht)
    rw [Real.norm_eq_abs, abs_le]
    unfold occupationDifference
    constructor <;> linarith [sq_nonneg (v t 0), sq_nonneg (v t 2)]
  · intro hlt
    have hc : Continuous (fun t : ℝ => 2 - 4 * (2 * t / (D - U)) ^ 2) := by fun_prop
    refine tendsto_of_tendsto_of_tendsto_of_le_of_le'
      ((hc.tendsto' 0 2 (by simp)).mono_left nhdsWithin_le_nhds) tendsto_const_nhds ?_ ?_
    all_goals
      filter_upwards [self_mem_nhdsWithin] with t ht
      have hN := (dot_eq (v t)).symm.trans (hv t ht).1
      have hw := charge_transfer_weight hU hlt (hv t ht)
      unfold occupationDifference
      linarith [sq_nonneg (v t 1), sq_nonneg (v t 2)]

end

end HubbardDimerJump
```

```lean
#print axioms HubbardDimerJump.exists_ground
#print axioms HubbardDimerJump.mott_to_charge_transfer
#print axioms HubbardDimerJump.occupation_jump
```

```
'HubbardDimerJump.exists_ground' depends on axioms: [propext, Classical.choice, Quot.sound]
'HubbardDimerJump.mott_to_charge_transfer' depends on axioms: [propext, Classical.choice, Quot.sound]
'HubbardDimerJump.occupation_jump' depends on axioms: [propext, Classical.choice, Quot.sound]
```
